# The 2p₃/₂² amplitude in a three-configuration model of beryllium-like ions: an LS-coupling ratio and a ground-state bound

If I test a CI vector of a beryllium-like ion against the LS-coupling ratio of its 2p amplitudes, I may reject a correct vector. Take a small model with the $J=0$ configurations $2s^2$, $2p_{1/2}^2$ and $2p_{3/2}^2$, at first without spin-orbit splitting. With a suitable relative sign of the two p configurations, the $2p_{3/2}^2$ amplitude is $\sqrt2$ times the $2p_{1/2}^2$ amplitude for eigenvectors whose eigenvalue is not the triplet energy $E_P$. Once $2p_{3/2}^2$ is shifted in energy and $2s^2$ couples to the p configurations, the ratio should be lost. For a large upward shift, the $2p_{3/2}^2$ amplitude in the ground state should die out, with a bound given by its couplings and its energy. I can make each of these plausible, but I would like to see them stated precisely, proved and checked by machine. How does that go?

## One projection gives the ratio, one matrix row gives the bound

Number the configurations $2s^2$, $2p_{1/2}^2$, $2p_{3/2}^2$ as 0, 1, 2, and let $x=(x_0,x_1,x_2)$ be a real CI vector. On the two p configurations, the singlet S and triplet P combinations are

$$s=\frac{1}{\sqrt3}(1,\sqrt2),\qquad t=\frac{1}{\sqrt3}(\sqrt2,-1).$$

They are orthogonal and normalised. The energy of $2s^2$ is set to zero. In the nonrelativistic limit the Coulomb repulsion conserves total orbital and spin angular momentum, so $2s^2$, a singlet S configuration, couples only to $s$, with strength $b$. The p block is $E_S\,ss^T+E_P\,tt^T$, where $E_S$ and $E_P$ are the energies of the two combinations. Multiplying out gives

$$H=\begin{pmatrix}0 & b/\sqrt3 & \sqrt2\,b/\sqrt3\\ b/\sqrt3 & (E_S+2E_P)/3 & \sqrt2(E_S-E_P)/3\\ \sqrt2\,b/\sqrt3 & \sqrt2(E_S-E_P)/3 & (2E_S+E_P)/3\end{pmatrix}.$$

A number $d$ is now added to $H_{22}$. It stands for the spin-orbit cost of placing both electrons in $2p_{3/2}$ instead of $2p_{1/2}$.

### Removing the coupling to 2s²

For an eigenvector of the shifted matrix with eigenvalue $E$, rows 1 and 2 read

$$\tfrac{b}{\sqrt3}x_0+\tfrac{E_S+2E_P}{3}x_1+\tfrac{\sqrt2(E_S-E_P)}{3}x_2=Ex_1,$$

$$\tfrac{\sqrt2\,b}{\sqrt3}x_0+\tfrac{\sqrt2(E_S-E_P)}{3}x_1+\Bigl(\tfrac{2E_S+E_P}{3}+d\Bigr)x_2=Ex_2.$$

Subtract $\sqrt2$ times the first from the second. This is a projection on $t$, up to a factor, so $x_0$ cancels. The coefficient of $x_1$ becomes $-\sqrt2E_P$ and that of $x_2$ becomes $E_P+d$:

$$-\sqrt2E_Px_1+(E_P+d)x_2=E(x_2-\sqrt2x_1).$$

Rearranged, this is

$$(E-E_P)(\sqrt2\,x_1-x_2)=-d\,x_2.$$

If $d=0$ and $E\ne E_P$, it follows that $x_2=\sqrt2\,x_1$. The condition on $E$ matters: without the shift, the pure P vector $(0,\sqrt2,-1)/\sqrt3$ has eigenvalue $E_P$ and a different ratio.

Now let $d\neq0$ and $b\neq0$, and suppose that an eigenvector still had $x_2=\sqrt2\,x_1$. The identity gives $d\,x_2=0$, so $x_2=0$ and then $x_1=0$. Row 1 reduces to $bx_0/\sqrt3=0$, so $x_0=0$ as well. No nonzero eigenvector keeps the relation. For $b=0$ the vector $(1,0,0)$ satisfies it trivially.

### Bounding the amplitude of a high configuration

Take any finite real CI matrix $A$ and a unit ground vector $x$ with eigenvalue $E$, and let $j,k$ be configurations with $A_{jj}<A_{kk}$. Using configuration $j$ alone as a trial vector gives $E\le A_{jj}$, hence $A_{kk}-E\ge A_{kk}-A_{jj}>0$. Row $k$ of the eigenvalue equation is

$$(A_{kk}-E)x_k=-\sum_{i\ne k}A_{ki}x_i.$$

Cauchy–Schwarz and $\sum_{i\ne k}x_i^2\le1$ then yield

$$(A_{kk}-A_{jj})^2x_k^2\le(A_{kk}-E)^2x_k^2\le\sum_{i\ne k}A_{ki}^2.$$

Taking the root and dividing by the gap,

$$|x_k|\le\frac{\sqrt{\sum_{i\ne k}A_{ki}^2}}{A_{kk}-A_{jj}}.$$

For the shifted matrix choose $j=0$ and $k=2$. The gap is $H_{22}+d$, which is positive when $d>-H_{22}$, and

$$|x_2|\le\frac{\sqrt{H_{20}^2+H_{21}^2}}{H_{22}+d}.$$

The numerator doesn't depend on $d$, so the amplitude tends to zero as $d\to\infty$.

### The Lean file

```lean
import Mathlib

open Matrix Finset Filter

namespace BerylliumLikeCI

noncomputable section

/-- Coefficients of the singlet S combination on (2p1/2^2, 2p3/2^2). -/
def sVec : Fin 2 → ℝ := ![(√3)⁻¹, √2 * (√3)⁻¹]

/-- Coefficients of the triplet P combination on (2p1/2^2, 2p3/2^2). -/
def tVec : Fin 2 → ℝ := ![√2 * (√3)⁻¹, -(√3)⁻¹]

/-- The CI matrix on (2s^2, 2p1/2^2, 2p3/2^2): 2s^2 has energy zero and couples with strength `b`
to the S combination; the p block has energies `ES` and `EP` on the S and P combinations. -/
def hamiltonian (b ES EP : ℝ) : Matrix (Fin 3) (Fin 3) ℝ :=
  !![0, b * sVec 0, b * sVec 1;
     b * sVec 0, ES * (sVec 0 * sVec 0) + EP * (tVec 0 * tVec 0),
       ES * (sVec 0 * sVec 1) + EP * (tVec 0 * tVec 1);
     b * sVec 1, ES * (sVec 0 * sVec 1) + EP * (tVec 0 * tVec 1),
       ES * (sVec 1 * sVec 1) + EP * (tVec 1 * tVec 1)]

/-- The CI matrix with the energy of the configuration 2p3/2^2 shifted by `d`. -/
def shifted (b ES EP d : ℝ) : Matrix (Fin 3) (Fin 3) ℝ :=
  hamiltonian b ES EP + Matrix.diagonal ![0, 0, d]

/-- A ground vector of a real CI matrix: a unit eigenvector whose eigenvalue `E` bounds the
energy form from below. -/
structure IsGround {n : Type*} [Fintype n] (A : Matrix n n ℝ) (E : ℝ) (x : n → ℝ) : Prop where
  eig : A *ᵥ x = E • x
  unit : x ⬝ᵥ x = 1
  min : ∀ y : n → ℝ, E * (y ⬝ᵥ y) ≤ y ⬝ᵥ (A *ᵥ y)

/-- The CI matrix written out in the jj-coupled configurations. -/
theorem hamiltonian_eq (b ES EP : ℝ) : hamiltonian b ES EP =
    !![0, b / √3, √2 * b / √3;
       b / √3, (ES + 2 * EP) / 3, √2 * (ES - EP) / 3;
       √2 * b / √3, √2 * (ES - EP) / 3, (2 * ES + EP) / 3] := by
  have h2 : √2 ^ 2 = (2 : ℝ) := Real.sq_sqrt (by norm_num)
  have hr : (√3)⁻¹ ^ 2 = (1 / 3 : ℝ) := by
    rw [inv_pow, Real.sq_sqrt (by norm_num)]
    norm_num
  have s0 : sVec 0 = (√3)⁻¹ := rfl
  have s1 : sVec 1 = √2 * (√3)⁻¹ := rfl
  have t0 : tVec 0 = √2 * (√3)⁻¹ := rfl
  have t1 : tVec 1 = -(√3)⁻¹ := rfl
  have c0 : b * sVec 0 = b / √3 := by rw [s0]; ring
  have c1 : b * sVec 1 = √2 * b / √3 := by rw [s1]; ring
  have p00 : ES * (sVec 0 * sVec 0) + EP * (tVec 0 * tVec 0) = (ES + 2 * EP) / 3 := by
    rw [s0, t0]
    linear_combination (ES + 2 * EP) * hr + EP * (√3)⁻¹ ^ 2 * h2
  have p01 : ES * (sVec 0 * sVec 1) + EP * (tVec 0 * tVec 1) = √2 * (ES - EP) / 3 := by
    rw [s0, s1, t0, t1]
    linear_combination √2 * (ES - EP) * hr
  have p11 : ES * (sVec 1 * sVec 1) + EP * (tVec 1 * tVec 1) = (2 * ES + EP) / 3 := by
    rw [s1, t1]
    linear_combination (2 * ES + EP) * hr + ES * (√3)⁻¹ ^ 2 * h2
  rw [hamiltonian, c0, c1, p00, p01, p11]

/-- The two rows of the eigenvalue equation that belong to the p configurations. -/
theorem p_rows {b ES EP d E : ℝ} {x : Fin 3 → ℝ} (h : shifted b ES EP d *ᵥ x = E • x) :
    b / √3 * x 0 + (ES + 2 * EP) / 3 * x 1 + √2 * (ES - EP) / 3 * x 2 = E * x 1 ∧
    √2 * b / √3 * x 0 + √2 * (ES - EP) / 3 * x 1 + ((2 * ES + EP) / 3 + d) * x 2 = E * x 2 := by
  have key : ∀ k, ∑ j, shifted b ES EP d k j * x j = E * x k := fun k => congrFun h k
  simp only [Fin.sum_univ_three] at key
  exact ⟨by simpa [shifted, hamiltonian_eq] using key 1,
    by simpa [shifted, hamiltonian_eq] using key 2⟩

/-- For every eigenvector of the shifted matrix, the deviation from the LS-coupling ratio is
tied to the shift `d` and the 2p3/2^2 amplitude. -/
theorem ls_deviation {b ES EP d E : ℝ} {x : Fin 3 → ℝ}
    (h : shifted b ES EP d *ᵥ x = E • x) :
    (E - EP) * (√2 * x 1 - x 2) = -d * x 2 := by
  obtain ⟨r1, r2⟩ := p_rows h
  have h2 : √2 ^ 2 = (2 : ℝ) := Real.sq_sqrt (by norm_num)
  -- projecting on the P combination removes the coupling to 2s^2
  linear_combination r2 - √2 * r1 + (ES - EP) / 3 * x 2 * h2

/-- Without the shift, the 2p3/2^2 amplitude of an eigenvector whose eigenvalue differs from `EP`
equals sqrt 2 times its 2p1/2^2 amplitude. -/
theorem ls_ratio {b ES EP E : ℝ} {x : Fin 3 → ℝ}
    (h : hamiltonian b ES EP *ᵥ x = E • x) (hE : E ≠ EP) : x 2 = √2 * x 1 := by
  have h0 : shifted b ES EP 0 = hamiltonian b ES EP := by
    ext i j
    fin_cases i <;> fin_cases j <;> simp [shifted]
  have k := ls_deviation (d := 0) (h0.symm ▸ h)
  rw [neg_zero, zero_mul] at k
  have := (mul_eq_zero.1 k).resolve_left (sub_ne_zero.2 hE)
  linarith

/-- With nonzero coupling to 2s^2, any nonzero shift removes the ratio sqrt 2 from every
eigenvector. -/
theorem ls_ratio_broken {b ES EP d E : ℝ} {x : Fin 3 → ℝ} (hb : b ≠ 0) (hd : d ≠ 0)
    (hx : x ≠ 0) (h : shifted b ES EP d *ᵥ x = E • x) : x 2 ≠ √2 * x 1 := by
  intro hr
  have k := ls_deviation h
  have hdx : d * x 2 = 0 := by
    rw [← hr, sub_self, mul_zero] at k
    linarith
  have x2 : x 2 = 0 := (mul_eq_zero.1 hdx).resolve_left hd
  have hs2 : √2 ≠ (0 : ℝ) := by positivity
  have hs3 : √3 ≠ (0 : ℝ) := by positivity
  have x1 : x 1 = 0 := (mul_eq_zero.1 (hr.symm.trans x2)).resolve_left hs2
  -- the coupling row now removes the 2s^2 amplitude as well
  have r1 := (p_rows h).1
  rw [x1, x2, mul_zero, mul_zero, mul_zero, add_zero, add_zero] at r1
  have x0 : x 0 = 0 := (mul_eq_zero.1 r1).resolve_left (div_ne_zero hb hs3)
  apply hx
  ext i
  fin_cases i
  · exact x0
  · exact x1
  · exact x2

/-- In any finite real CI problem, the ground-vector amplitude of a configuration `k` lying above
some configuration `j` is at most the norm of its couplings divided by the gap of the diagonal
energies. -/
theorem ground_amplitude_le {n : Type*} [Fintype n] [DecidableEq n] {A : Matrix n n ℝ}
    {E : ℝ} {x : n → ℝ} (h : IsGround A E x) {j k : n} (hjk : A j j < A k k) :
    |x k| ≤ √(∑ i ∈ univ.erase k, A k i ^ 2) / (A k k - A j j) := by
  -- the variational principle with the single configuration j
  have hE : E ≤ A j j := by simpa using h.min (Pi.single j 1)
  have row : ∑ i, A k i * x i = E * x k := congrFun h.eig k
  have split : A k k * x k + ∑ i ∈ univ.erase k, A k i * x i = ∑ i, A k i * x i :=
    Finset.add_sum_erase univ (fun i => A k i * x i) (Finset.mem_univ k)
  have hunit : ∑ i, x i ^ 2 = 1 := by
    simpa [dotProduct, pow_two] using h.unit
  have hn : ∑ i ∈ univ.erase k, x i ^ 2 ≤ 1 := by
    rw [← hunit]
    exact Finset.sum_le_sum_of_subset_of_nonneg (Finset.erase_subset _ _)
      (fun i _ _ => sq_nonneg _)
  have hg : (A k k - A j j) ^ 2 ≤ (A k k - E) ^ 2 :=
    pow_le_pow_left₀ (by linarith) (by linarith) 2
  have hs : (A k k - E) * x k = -∑ i ∈ univ.erase k, A k i * x i := by linarith
  rw [le_div_iff₀ (sub_pos.2 hjk)]
  apply Real.le_sqrt_of_sq_le
  calc (|x k| * (A k k - A j j)) ^ 2 = x k ^ 2 * (A k k - A j j) ^ 2 := by
        rw [mul_pow, sq_abs]
    _ ≤ x k ^ 2 * (A k k - E) ^ 2 := mul_le_mul_of_nonneg_left hg (sq_nonneg _)
    _ = ((A k k - E) * x k) ^ 2 := by ring
    _ = (∑ i ∈ univ.erase k, A k i * x i) ^ 2 := by rw [hs, neg_sq]
    _ ≤ (∑ i ∈ univ.erase k, A k i ^ 2) * ∑ i ∈ univ.erase k, x i ^ 2 :=
        Finset.sum_mul_sq_le_sq_mul_sq _ _ _
    _ ≤ ∑ i ∈ univ.erase k, A k i ^ 2 :=
        mul_le_of_le_one_right (Finset.sum_nonneg fun i _ => sq_nonneg _) hn

/-- If the shifted energy of 2p3/2^2 is positive, its amplitude in a ground vector is at most the
norm of its two couplings divided by that energy. -/
theorem p32_amplitude_le {b ES EP d E : ℝ} {x : Fin 3 → ℝ}
    (hd : -hamiltonian b ES EP 2 2 < d) (h : IsGround (shifted b ES EP d) E x) :
    |x 2| ≤ √(hamiltonian b ES EP 2 0 ^ 2 + hamiltonian b ES EP 2 1 ^ 2) /
      (hamiltonian b ES EP 2 2 + d) := by
  have e00 : shifted b ES EP d 0 0 = 0 := by simp [shifted, hamiltonian]
  have e20 : shifted b ES EP d 2 0 = hamiltonian b ES EP 2 0 := by simp [shifted]
  have e21 : shifted b ES EP d 2 1 = hamiltonian b ES EP 2 1 := by simp [shifted]
  have e22 : shifted b ES EP d 2 2 = hamiltonian b ES EP 2 2 + d := by simp [shifted]
  have k := ground_amplitude_le h (j := 0) (k := 2) (by rw [e00, e22]; linarith)
  have hu : (univ.erase (2 : Fin 3)) = {0, 1} := by decide
  rwa [hu, Finset.sum_pair (by decide), e00, e20, e21, e22, sub_zero] at k

/-- Along any family of ground vectors, the 2p3/2^2 amplitude tends to zero as the shift grows
without bound. -/
theorem p32_amplitude_tendsto {b ES EP : ℝ} {E : ℝ → ℝ} {x : ℝ → Fin 3 → ℝ}
    (h : ∀ d, -hamiltonian b ES EP 2 2 < d → IsGround (shifted b ES EP d) (E d) (x d)) :
    Tendsto (fun d => x d 2) atTop (nhds 0) := by
  have lim : Tendsto (fun d : ℝ => hamiltonian b ES EP 2 2 + d) atTop atTop :=
    tendsto_atTop_add_const_left _ _ tendsto_id
  refine squeeze_zero_norm' ?_ (lim.const_div_atTop
    (√(hamiltonian b ES EP 2 0 ^ 2 + hamiltonian b ES EP 2 1 ^ 2)))
  filter_upwards [eventually_gt_atTop (-hamiltonian b ES EP 2 2)] with d hd
  rw [Real.norm_eq_abs]
  exact p32_amplitude_le hd (h d hd)

end

end BerylliumLikeCI
```

```lean
#print axioms BerylliumLikeCI.ls_ratio
#print axioms BerylliumLikeCI.ls_ratio_broken
#print axioms BerylliumLikeCI.ground_amplitude_le
#print axioms BerylliumLikeCI.p32_amplitude_tendsto
```

```
'BerylliumLikeCI.ls_ratio' depends on axioms: [propext, Classical.choice, Quot.sound]
'BerylliumLikeCI.ls_ratio_broken' depends on axioms: [propext, Classical.choice, Quot.sound]
'BerylliumLikeCI.ground_amplitude_le' depends on axioms: [propext, Classical.choice, Quot.sound]
'BerylliumLikeCI.p32_amplitude_tendsto' depends on axioms: [propext, Classical.choice, Quot.sound]
```

### How the Lean statements describe the ion

`Fin 3` numbers the configurations as above, so `x 2` is the $2p_{3/2}^2$ amplitude. The vectors `sVec` and `tVec` are $s$ and $t$, and they fix the relative phase of the two p configurations; reversing the sign of one of these two basis states would turn $\sqrt2$ into $-\sqrt2$. The matrix $H$ is `hamiltonian b ES EP`, and `shifted b ES EP d` adds `d` to its last diagonal entry. The equation `shifted b ES EP d *ᵥ x = E • x` is the CI eigenvalue equation.

The theorems on the ratio, `ls_deviation`, `ls_ratio` and `ls_ratio_broken`, apply to eigenvectors of any length and to excited states as well as the ground state. The last one excludes the zero vector by `hx`. The conclusion of `ls_ratio` is the equation `x 2 = √2 * x 1`, which also allows both amplitudes to vanish.

`IsGround A E x` collects three conditions: `x` solves the eigenvalue equation, it has unit norm, and `E` bounds the quadratic form of `A` from below. The last condition is the variational principle within the chosen configurations. It says nothing about the full Dirac–Coulomb operator, whose spectrum is not bounded below.

The general bound `ground_amplitude_le` holds for every finite set of configurations with `A j j < A k k`, which already requires two different ones. It doesn't assume that `A` is symmetric. `p32_amplitude_le` is its specialisation to the ion, with `hd` stating $d>-H_{22}$. Just above that threshold the right-hand side may exceed 1, and then it adds nothing to the normalisation.

`p32_amplitude_tendsto` takes as given a ground vector `x d` for each $d>-H_{22}$. Such vectors exist by the spectral theorem for real symmetric matrices, a step that the file leaves to the reader. The vectors need not depend continuously on `d`, and their signs may be chosen freely.

The numbers $b$, $E_S$, $E_P$ and $d$ are parameters and are not computed from a Dirac–Coulomb Hamiltonian. In a four-component calculation, the radial functions of $2p_{1/2}$ and $2p_{3/2}$ differ, which also changes the off-diagonal elements; here relativity enters through one diagonal shift only. Within this three-configuration, one-shift model, the results tell someone reading a relativistic CI vector when to expect the LS ratio, and they give an upper bound on the $2p_{3/2}^2$ amplitude of the ground state when the shifted energy of that configuration is positive.

### How the proofs follow the algebra

`hamiltonian_eq` establishes the closed form of $H$. It computes the products of coefficients from $(\sqrt2)^2=2$ and $(1/\sqrt3)^2=1/3$, and `linear_combination` uses these identities to obtain the entries of the p block; the off-diagonal one needs only the second. `p_rows` then reads off rows 1 and 2 of the eigenvalue equation, with the matrix product written as a sum of three terms.

In `ls_deviation`, the expression `r2 - √2 * r1` is the subtraction done above. The remaining term in that `linear_combination` only replaces $(\sqrt2)^2$ by 2. `ls_ratio` identifies the matrix with `d = 0` as the unshifted one and divides out the nonzero factor $E-E_P$. `ls_ratio_broken` assumes the ratio and obtains `x2`, `x1` and `x0`, the vanishing of the three amplitudes, in the same order as the argument by hand. This contradicts `hx`.

In `ground_amplitude_le`, the trial vector is `Pi.single j 1`, and inserting it into `h.min` gives `hE`, that is, $E\le A_{jj}$. The step `split` separates the diagonal term from row $k$, `hs` isolates $(A_{kk}-E)x_k$, and `hn` bounds the norm of the remaining amplitudes by 1. After multiplication by the positive gap, the `calc` block compares squares: it replaces the gap by $A_{kk}-E$, inserts the row equation, and applies Cauchy–Schwarz through `Finset.sum_mul_sq_le_sq_mul_sq`.

`p32_amplitude_le` sets `j := 0` and `k := 2`, evaluates the four matrix entries involved and reduces the sum to the configurations 0 and 1. For the limit, `lim` states that $H_{22}+d$ grows without bound, so a constant divided by it tends to zero. `squeeze_zero_norm'` transfers this to the amplitude, using the bound for all $d$ beyond the threshold.
